# Overlap of a radial function vanishing in value and slope at the sphere boundary with one of its components

Inside a sphere of radius R, `localOrbital_overlap` concerns real radial functions in the convention P(r) = r × (radial wavefunction), so overlaps are integrals over dr from 0 to R without a factor r². In Hartree atomic units, P₁ and P₂ solve −P″/2 + W P = E P at different energies E₁ and E₂, where the common potential W includes any centrifugal term. A third function D solves −D″/2 + W D = E₁ D + P₁. All three vanish at r = 0 and are continuous with continuous slopes on [0, R]. If the combination a P₁ + b D + c P₂ has zero value and slope at R, its overlap with P₂ is c ∫ P₂² + b ∫ P₁P₂ / (E₂ − E₁). None of the functions is assumed normalised, so ∫ P₂² stays in the formula. The proof splits the overlap into three integrals, then applies Green's identity to the pairs P₁, P₂ and D, P₂ and uses the conditions at R to remove the boundary terms there.

The failing Lean file:

```lean
import Mathlib

open Set MeasureTheory

namespace LocalOrbitalOverlap

/-- `P`, with slope `P'`, is continuous with continuous slope on `[0, R]`, vanishes at the nucleus,
and solves `-P''/2 + W P = E P + S` inside the sphere of radius `R`. -/
structure IsRadialSolution (W : ℝ → ℝ) (R E : ℝ) (S P P' : ℝ → ℝ) : Prop where
  cont : ContinuousOn P (Icc 0 R)
  cont_slope : ContinuousOn P' (Icc 0 R)
  at_nucleus : P 0 = 0
  slope : ∀ r ∈ Ioo 0 R, HasDerivAt P (P' r) r
  equation : ∀ r ∈ Ioo 0 R, ∃ P'' : ℝ, HasDerivAt P' P'' r ∧
    -P'' / 2 + W r * P r = E * P r + S r

/-- The radial combination `a P₁ + b D + c P₂`; applied to the slopes it gives the slope. -/
def localOrbital (a b c : ℝ) (P₁ D P₂ : ℝ → ℝ) (r : ℝ) : ℝ :=
  a * P₁ r + b * D r + c * P₂ r

variable {W S T f f' g g' P₁ P₁' P₂ P₂' D D' : ℝ → ℝ} {R E₁ E₂ : ℝ}

/-- The integral of a combination of three integrable radial functions is the combination of
their integrals. -/
lemma integral_combination {u v w : ℝ → ℝ} (a b c : ℝ)
    (hu : IntervalIntegrable u volume 0 R) (hv : IntervalIntegrable v volume 0 R)
    (hw : IntervalIntegrable w volume 0 R) :
    ∫ r in (0 : ℝ)..R, (a * u r + b * v r + c * w r) =
      a * (∫ r in (0 : ℝ)..R, u r) + b * (∫ r in (0 : ℝ)..R, v r)
        + c * ∫ r in (0 : ℝ)..R, w r := by
  have huv : IntervalIntegrable (fun r => a * u r + b * v r) volume 0 R :=
    (hu.const_mul a).add (hv.const_mul b)
  rw [intervalIntegral.integral_add huv (hw.const_mul c),
    intervalIntegral.integral_add (hu.const_mul a) (hv.const_mul b),
    intervalIntegral.integral_const_mul, intervalIntegral.integral_const_mul,
    intervalIntegral.integral_const_mul]

/-- Green's identity in the sphere: for two radial solutions in the same potential with continuous
sources `S` and `T`, the Wronskian at `R` is fixed by their overlap and the source overlaps. -/
theorem green_identity (hR : 0 ≤ R) (hf : IsRadialSolution W R E₁ S f f')
    (hg : IsRadialSolution W R E₂ T g g')
    (hS : ContinuousOn S (Icc 0 R)) (hT : ContinuousOn T (Icc 0 R)) :
    g R * f' R - f R * g' R =
      2 * (E₂ - E₁) * (∫ r in (0 : ℝ)..R, f r * g r)
        + (-2) * (∫ r in (0 : ℝ)..R, S r * g r) + 2 * ∫ r in (0 : ℝ)..R, f r * T r := by
  have i1 : IntervalIntegrable (fun r => f r * g r) volume 0 R :=
    (hf.cont.mul hg.cont).intervalIntegrable_of_Icc hR
  have i2 : IntervalIntegrable (fun r => S r * g r) volume 0 R :=
    (hS.mul hg.cont).intervalIntegrable_of_Icc hR
  have i3 : IntervalIntegrable (fun r => f r * T r) volume 0 R :=
    (hf.cont.mul hT).intervalIntegrable_of_Icc hR
  -- The potential cancels in the derivative of the Wronskian.
  have hd : ∀ r ∈ Ioo 0 R, HasDerivAt (fun r => g r * f' r - f r * g' r)
      (2 * (E₂ - E₁) * (f r * g r) + (-2) * (S r * g r) + 2 * (f r * T r)) r := by
    intro r hr
    obtain ⟨p, hp, ep⟩ := hf.equation r hr
    obtain ⟨q, hq, eq'⟩ := hg.equation r hr
    refine (((hg.slope r hr).fun_mul hp).fun_sub ((hf.slope r hr).fun_mul hq)).congr_deriv ?_
    linear_combination (-2 * g r) * ep + 2 * f r * eq'
  have hint := intervalIntegral.integral_eq_sub_of_hasDerivAt_of_le hR
    ((hg.cont.mul hf.cont_slope).sub (hf.cont.mul hg.cont_slope)) hd
    (((i1.const_mul _).add (i2.const_mul _)).add (i3.const_mul _))
  rw [integral_combination _ _ _ i1 i2 i3] at hint
  -- The Wronskian vanishes at the nucleus.
  simp only [Pi.sub_apply, Pi.mul_apply, hf.at_nucleus, hg.at_nucleus, zero_mul, sub_zero] at hint
  exact hint.symm

/-- Let `P₁` and `P₂` be source-free radial solutions in the same potential at energies `E₁ ≠ E₂`,
and let `D` solve the equation with source `P₁` at `E₁`. If the value and slope of
`a P₁ + b D + c P₂` vanish at `R`, its overlap with `P₂` is `c ∫ P₂² + b ∫ P₁ P₂ / (E₂ - E₁)`. -/
theorem localOrbital_overlap (hR : 0 ≤ R) (hE : E₁ ≠ E₂)
    (h₁ : IsRadialSolution W R E₁ (fun _ => 0) P₁ P₁')
    (hD : IsRadialSolution W R E₁ P₁ D D')
    (h₂ : IsRadialSolution W R E₂ (fun _ => 0) P₂ P₂') {a b c : ℝ}
    (hv : localOrbital a b c P₁ D P₂ R = 0) (hs : localOrbital a b c P₁' D' P₂' R = 0) :
    ∫ r in (0 : ℝ)..R, localOrbital a b c P₁ D P₂ r * P₂ r =
      c * (∫ r in (0 : ℝ)..R, P₂ r ^ 2)
        + b * (∫ r in (0 : ℝ)..R, P₁ r * P₂ r) / (E₂ - E₁) := by
  have hne : E₂ - E₁ ≠ 0 := sub_ne_zero.mpr hE.symm
  have e : ∀ r, localOrbital a b c P₁ D P₂ r * P₂ r =
      a * (P₁ r * P₂ r) + b * (D r * P₂ r) + c * P₂ r ^ 2 := by
    intro r
    simp only [localOrbital]
    ring
  simp only [e]
  rw [integral_combination a b c ((h₁.cont.mul h₂.cont).intervalIntegrable_of_Icc hR)
    ((hD.cont.mul h₂.cont).intervalIntegrable_of_Icc hR)
    ((h₂.cont.pow 2).intervalIntegrable_of_Icc hR)]
  have k₁ := green_identity hR h₁ h₂ continuousOn_const continuousOn_const
  have k₂ := green_identity hR hD h₂ h₁.cont continuousOn_const
  simp only [mul_zero, zero_mul, intervalIntegral.integral_zero] at k₁ k₂
  simp only [localOrbital] at hv hs
  -- The matching conditions remove the combined Wronskian.
  have key : b * (∫ r in (0 : ℝ)..R, P₁ r * P₂ r) / (E₂ - E₁) =
      a * (∫ r in (0 : ℝ)..R, P₁ r * P₂ r) + b * ∫ r in (0 : ℝ)..R, D r * P₂ r := by
    rw [div_eq_iff hne]
    linear_combination (a / 2) * k₁ + (b / 2) * k₂ - P₂ R / 2 * hs + P₂' R / 2 * hv
  rw [key]
  ring

end LocalOrbitalOverlap
```

Compiling this gives:

```
Main.lean:86:6: error: Tactic `rewrite` failed: Did not find an occurrence of the pattern
  ∫ (r : ℝ) in 0..R, a * (P₁ * P₂) r + b * (D * P₂) r + c * (P₂ ^ 2) r
in the target expression
  ∫ (r : ℝ) in 0..R, a * (P₁ r * P₂ r) + b * (D r * P₂ r) + c * P₂ r ^ 2 =
    (c * ∫ (r : ℝ) in 0..R, P₂ r ^ 2) + (b * ∫ (r : ℝ) in 0..R, P₁ r * P₂ r) / (E₂ - E₁)

W P₁ P₁' P₂ P₂' D D' : ℝ → ℝ
R E₁ E₂ : ℝ
hR : 0 ≤ R
hE : E₁ ≠ E₂
h₁ : IsRadialSolution W R E₁ (fun x => 0) P₁ P₁'
hD : IsRadialSolution W R E₁ P₁ D D'
h₂ : IsRadialSolution W R E₂ (fun x => 0) P₂ P₂'
a b c : ℝ
hv : localOrbital a b c P₁ D P₂ R = 0
hs : localOrbital a b c P₁' D' P₂' R = 0
hne : E₂ - E₁ ≠ 0
e : ∀ (r : ℝ), localOrbital a b c P₁ D P₂ r * P₂ r = a * (P₁ r * P₂ r) + b * (D r * P₂ r) + c * P₂ r ^ 2
⊢ ∫ (r : ℝ) in 0..R, a * (P₁ r * P₂ r) + b * (D r * P₂ r) + c * P₂ r ^ 2 =
    (c * ∫ (r : ℝ) in 0..R, P₂ r ^ 2) + (b * ∫ (r : ℝ) in 0..R, P₁ r * P₂ r) / (E₂ - E₁)
```

The `rw` with `integral_combination` fails because its left-hand side is written differently from the goal. The lemma's functions `u`, `v` and `w` are implicit, so Lean reads them off the integrability proofs. Those are built with `ContinuousOn.mul` and `ContinuousOn.pow`, which here speak of the products and power of whole functions, `P₁ * P₂`, `D * P₂` and `P₂ ^ 2`. The pattern therefore contains `(P₁ * P₂) r`, where the goal has `P₁ r * P₂ r`, and likewise for the other two terms. The two forms are equal by definition, but `rw` does not unfold the pointwise operations when it searches for the pattern.

The repair states the three integrability facts first, as `i1`, `i2` and `i3`, with types written pointwise, such as `fun r => P₁ r * P₂ r`. The same proofs are accepted, since checking them against the stated types does unfold the definitions. `integral_combination` now takes its functions from these types, so its left-hand side matches the goal and the rewrite succeeds.

The repair, with which the file compiles:

```diff
@@ -84,7 +84,11 @@
     ring
   simp only [e]
-  rw [integral_combination a b c ((h₁.cont.mul h₂.cont).intervalIntegrable_of_Icc hR)
-    ((hD.cont.mul h₂.cont).intervalIntegrable_of_Icc hR)
-    ((h₂.cont.pow 2).intervalIntegrable_of_Icc hR)]
+  have i1 : IntervalIntegrable (fun r => P₁ r * P₂ r) volume 0 R :=
+    (h₁.cont.mul h₂.cont).intervalIntegrable_of_Icc hR
+  have i2 : IntervalIntegrable (fun r => D r * P₂ r) volume 0 R :=
+    (hD.cont.mul h₂.cont).intervalIntegrable_of_Icc hR
+  have i3 : IntervalIntegrable (fun r => P₂ r ^ 2) volume 0 R :=
+    (h₂.cont.pow 2).intervalIntegrable_of_Icc hR
+  rw [integral_combination a b c i1 i2 i3]
   have k₁ := green_identity hR h₁ h₂ continuousOn_const continuousOn_const
   have k₂ := green_identity hR hD h₂ h₁.cont continuousOn_const
```
